# For orthogonal partial waves with $q_{12}=0$, a positive first pseudo wave forces a node in a nonzero second one

On $[0,2]$, take the wave $r$, which is positive on $(0,2)$, and look for a partner of the form $r(2r-b)$ that is orthogonal to it. The overlap is

$$\int_0^2 r\cdot r(2r-b)\,dr = 8-\tfrac{8}{3}b ,$$

so $b=3$. The partner $r(2r-3)$ is negative up to $r=3/2$ and positive beyond. The two regions contribute $-27/32$ and $+27/32$ to the overlap. Since the first wave never changes sign, the second has to, or nothing would cancel.

The projector augmented-wave (PAW) method pairs each all-electron partial wave with a pseudo wave. Here orthogonality is assumed for the all-electron waves, while the sign condition concerns the pseudo waves. The augmentation charge $q_{12}$ connects the two.

## From orthogonality to a node

Let $0<r_c\le R$. Let $u_1,u_2$ be real all-electron radial waves and $\tilde u_1,\tilde u_2$ their pseudo partners, all continuous on $[0,R]$, with $\tilde u_i=u_i$ on $[r_c,R]$. Define

$$\langle f,g\rangle=\int_0^R f g\,dr,\qquad q_{12}=\int_0^{r_c}(u_1u_2-\tilde u_1\tilde u_2)\,dr .$$

Suppose that $\langle u_1,u_2\rangle=0$ and $q_{12}=0$, that $\tilde u_1>0$ on $(0,R)$, and that $\tilde u_2$ is nonzero somewhere on $[0,R]$. Then $\tilde u_2$ takes a negative value, a positive value and the value zero in $(0,R)$.

**Transfer to the pseudo waves.** Split the all-electron overlap at $r_c$ and use the matching outside:

$$\langle u_1,u_2\rangle=\int_0^{r_c}u_1u_2\,dr+\int_{r_c}^R\tilde u_1\tilde u_2\,dr .$$

Adding and subtracting $\int_0^{r_c}\tilde u_1\tilde u_2\,dr$ gives

$$\langle u_1,u_2\rangle=\langle\tilde u_1,\tilde u_2\rangle+q_{12}.$$

Under the two assumptions, $\langle\tilde u_1,\tilde u_2\rangle=0$.

**Positive overlap.** Let $w>0$ and $f\ge0$ on $(0,R)$, both continuous on $[0,R]$, with $f$ not identically zero. If $f$ vanished on all of $(0,R)$, continuity would make it vanish at the endpoints too. So there is a $c\in(0,R)$ with $f(c)>0$, and $g=wf$ satisfies $g(c)>0$. By continuity, $g\ge g(c)/2$ on some interval $[c-\delta,c+\delta]\subset(0,R)$ with $\delta>0$. As $g\ge0$ elsewhere, $\langle w,f\rangle\ge\delta\,g(c)>0$.

**Both signs, then a zero.** If $\tilde u_2$ had no negative value in $(0,R)$, the previous step with $w=\tilde u_1$ and $f=\tilde u_2$ would give $\langle\tilde u_1,\tilde u_2\rangle>0$, a contradiction. If it had no positive value, the same step with $f=-\tilde u_2$ would give $\langle\tilde u_1,\tilde u_2\rangle<0$, again a contradiction. The intermediate value theorem now supplies a zero in $(0,R)$.

**The sign of $q_{12}$ without a sign change.** Drop the assumption $q_{12}=0$ and let $\tilde u_2\ge0$ on $(0,R)$, still not identically zero. Then $q_{12}=-\langle\tilde u_1,\tilde u_2\rangle<0$.

For the construction of PAW data with two real partial waves in one angular-momentum channel, orthogonal on $[0,R]$, this means that $q_{12}=0$ and two pseudo waves positive on $(0,R)$ are incompatible requirements.

## Overlap and augmentation charge in Lean

```lean
import Mathlib

open Set intervalIntegral

namespace PAWPartialWaveNodes

noncomputable section
```

Waves are functions `ℝ → ℝ`, of which only the values on $[0,R]$ matter. They are radial functions already multiplied by $r$, so the overlap carries no weight $r^2$.

```lean
/-- The radial overlap of two waves on `[0, R]`. -/
def overlap (R : ℝ) (u v : ℝ → ℝ) : ℝ := ∫ r in (0 : ℝ)..R, u r * v r
```

The Lean names `t₁` and `t₂` stand for $\tilde u_1$ and $\tilde u_2$. The sign convention is all-electron minus pseudo.

```lean
/-- The augmentation charge `q₁₂`: the all-electron product minus the pseudo product,
integrated over the augmentation sphere of radius `rc`. -/
def augCharge (rc : ℝ) (u₁ u₂ t₁ t₂ : ℝ → ℝ) : ℝ :=
  ∫ r in (0 : ℝ)..rc, (u₁ r * u₂ r - t₁ r * t₂ r)
```

The condition $q_{12}=0$ says that the pseudo waves reproduce the all-electron overlap inside the sphere. It is the off-diagonal form of norm conservation.

The next theorem is the transfer identity. `EqOn t₁ u₁ (Icc rc R)` expresses matching on the closed interval $[r_c,R]$; no matching of derivatives is required. In the proof, continuity gives integrability on each part, `integral_congr` identifies the outer integrals, and `integral_add_adjacent_intervals` performs the split at $r_c$.

```lean
/-- The all-electron overlap is the pseudo overlap plus the augmentation charge, when all the waves
are continuous on `[0, R]` and the pseudo waves match the all-electron waves from `rc` to `R`. -/
theorem overlap_eq_pseudo_add_augCharge {rc R : ℝ} {u₁ u₂ t₁ t₂ : ℝ → ℝ}
    (h0 : 0 ≤ rc) (hR : rc ≤ R)
    (hu₁ : ContinuousOn u₁ (Icc 0 R)) (hu₂ : ContinuousOn u₂ (Icc 0 R))
    (ht₁ : ContinuousOn t₁ (Icc 0 R)) (ht₂ : ContinuousOn t₂ (Icc 0 R))
    (hm₁ : EqOn t₁ u₁ (Icc rc R)) (hm₂ : EqOn t₂ u₂ (Icc rc R)) :
    overlap R u₁ u₂ = overlap R t₁ t₂ + augCharge rc u₁ u₂ t₁ t₂ := by
  have hin : Icc 0 rc ⊆ Icc 0 R := Icc_subset_Icc le_rfl hR
  have hout : Icc rc R ⊆ Icc 0 R := Icc_subset_Icc h0 le_rfl
  have hu := hu₁.mul hu₂
  have ht := ht₁.mul ht₂
  have iu : IntervalIntegrable (fun r => u₁ r * u₂ r) MeasureTheory.volume 0 rc :=
    (hu.mono hin).intervalIntegrable_of_Icc h0
  have iu' : IntervalIntegrable (fun r => u₁ r * u₂ r) MeasureTheory.volume rc R :=
    (hu.mono hout).intervalIntegrable_of_Icc hR
  have it : IntervalIntegrable (fun r => t₁ r * t₂ r) MeasureTheory.volume 0 rc :=
    (ht.mono hin).intervalIntegrable_of_Icc h0
  have it' : IntervalIntegrable (fun r => t₁ r * t₂ r) MeasureTheory.volume rc R :=
    (ht.mono hout).intervalIntegrable_of_Icc hR
  -- outside the sphere the two products coincide
  have ho : ∫ r in rc..R, t₁ r * t₂ r = ∫ r in rc..R, u₁ r * u₂ r := by
    apply integral_congr
    intro r hr
    rw [uIcc_of_le hR] at hr
    simp only [hm₁ hr, hm₂ hr]
  unfold overlap augCharge
  rw [← integral_add_adjacent_intervals iu iu', ← integral_add_adjacent_intervals it it',
    integral_sub iu it, ho]
  ring
```

## Strict positivity from a single positive value

The theorem `overlap_pos` is the positive-overlap step. Positivity of `w` and nonnegativity of `f` are assumed on the open interval `Ioo 0 R` only, so waves that vanish at the origin or at $R$ are admitted.

```lean
/-- A wave that is continuous on `[0, R]` and positive on `(0, R)` has positive overlap with every
wave that is continuous on `[0, R]`, nonnegative on `(0, R)` and not identically zero on `[0, R]`.
-/
theorem overlap_pos {R : ℝ} {w f : ℝ → ℝ} (hR : 0 < R)
    (hw : ContinuousOn w (Icc 0 R)) (hf : ContinuousOn f (Icc 0 R))
    (hpos : ∀ r ∈ Ioo 0 R, 0 < w r) (hnn : ∀ r ∈ Ioo 0 R, 0 ≤ f r)
    (hne : ∃ r ∈ Icc 0 R, f r ≠ 0) : 0 < overlap R w f := by
  have hcl : Icc 0 R ⊆ closure (Ioo 0 R) := (closure_Ioo hR.ne).ge
  have hg : ContinuousOn (fun r => w r * f r) (Icc 0 R) := hw.mul hf
  -- nonnegativity of the product extends to the endpoints
  have habs : EqOn (fun r => |w r * f r|) (fun r => w r * f r) (Icc 0 R) := by
    refine EqOn.of_subset_closure ?_ hg.abs hg Ioo_subset_Icc_self hcl
    intro r hr
    exact abs_of_nonneg (mul_nonneg (hpos r hr).le (hnn r hr))
  -- a nonzero value is attained in the open interval
  have hint : ∃ r ∈ Ioo 0 R, f r ≠ 0 := by
    by_contra h
    have hz : EqOn f (fun _ => 0) (Ioo 0 R) :=
      fun x hx => by_contra fun hx0 => h ⟨x, hx, hx0⟩
    obtain ⟨r, hr, hr0⟩ := hne
    exact hr0 (hz.of_subset_closure hf continuousOn_const Ioo_subset_Icc_self hcl hr)
  obtain ⟨c, hc, hc0⟩ := hint
  unfold overlap
  refine integral_pos hR hg ?_ ⟨c, Ioo_subset_Icc_self hc, ?_⟩
  · intro r hr
    have h : |w r * f r| = w r * f r := habs (Ioc_subset_Icc_self hr)
    rw [← h]
    exact abs_nonneg _
  · exact mul_pos (hpos c hc) (lt_of_le_of_ne (hnn c hc) hc0.symm)
```

The argument turns on Mathlib's `intervalIntegral.integral_pos`, written `integral_pos` here because the namespace is open. It asks for four things: $0<R$, continuity of the integrand on $[0,R]$, nonnegativity on $(0,R]$, and one point of $[0,R]$ where the integrand is positive. It returns a strictly positive integral, and so replaces the estimate with $\delta$ above. Continuity is essential to it, since a function that is positive at one point and zero elsewhere has integral zero.

Its third requirement includes the endpoint $R$, where the hypotheses say nothing about signs. The proof therefore rewrites nonnegativity as the equation $|wf|=wf$. This holds on the open interval, and `EqOn.of_subset_closure` extends it to the closed one, because both sides are continuous and $[0,R]$ lies in the closure of $(0,R)$. The same lemma shows that an `f` vanishing on $(0,R)$ vanishes on $[0,R]$, which yields the interior point $c$.

## The node theorem and the sign of the charge

The theorem `node_of_orthogonal` involves no augmentation sphere. Each use of `by_contra` assumes that one sign is missing and applies `overlap_pos`, first to `f` and then to the reversed wave. The intermediate value theorem enters as `isPreconnected_Ioo.intermediate_value`, which works for any two points of the interval, so it doesn't matter whether the negative value lies to the left or to the right of the positive one.

```lean
/-- A continuous wave that is orthogonal on `[0, R]` to a continuous wave positive on `(0, R)`, and
is not identically zero on `[0, R]`, takes both signs and has a zero in `(0, R)`. -/
theorem node_of_orthogonal {R : ℝ} {w f : ℝ → ℝ} (hR : 0 < R)
    (hw : ContinuousOn w (Icc 0 R)) (hf : ContinuousOn f (Icc 0 R))
    (hpos : ∀ r ∈ Ioo 0 R, 0 < w r) (hne : ∃ r ∈ Icc 0 R, f r ≠ 0)
    (horth : overlap R w f = 0) :
    (∃ a ∈ Ioo 0 R, f a < 0) ∧ (∃ b ∈ Ioo 0 R, 0 < f b) ∧ ∃ c ∈ Ioo 0 R, f c = 0 := by
  have hneg : ∃ a ∈ Ioo 0 R, f a < 0 := by
    by_contra h
    have hp := overlap_pos hR hw hf hpos
      (fun r hr => le_of_not_gt fun hlt => h ⟨r, hr, hlt⟩) hne
    exact hp.ne' horth
  have hplus : ∃ b ∈ Ioo 0 R, 0 < f b := by
    by_contra h
    obtain ⟨s, hs, hs0⟩ := hne
    -- otherwise the reversed wave would have positive overlap
    have hp : 0 < overlap R w (fun r => -f r) := overlap_pos hR hw hf.neg hpos
      (fun r hr => neg_nonneg.mpr (le_of_not_gt fun hlt => h ⟨r, hr, hlt⟩))
      ⟨s, hs, neg_ne_zero.mpr hs0⟩
    have he : overlap R w (fun r => -f r) = -overlap R w f := by
      simp only [overlap, mul_neg, intervalIntegral.integral_neg]
    linarith
  refine ⟨hneg, hplus, ?_⟩
  obtain ⟨a, ha, ha0⟩ := hneg
  obtain ⟨b, hb, hb0⟩ := hplus
  obtain ⟨c, hc, hc0⟩ := isPreconnected_Ioo.intermediate_value ha hb
    (hf.mono Ioo_subset_Icc_self) ⟨ha0.le, hb0.le⟩
  exact ⟨c, hc, hc0⟩
```

The main theorem combines this with the transfer identity; `linarith` deduces that the pseudo overlap is zero. Its conclusion has three parts: a point `a` where the second pseudo wave is negative, a point `b` where it is positive, and a point `c` where it vanishes, all in $(0,R)$.

```lean
/-- Let the all-electron waves be orthogonal on `[0, R]`, let the pseudo waves match them from `rc`
to `R`, all continuous on `[0, R]`, and let `q₁₂ = 0`. If the first pseudo wave is positive on `(0,
R)` and the second is not identically zero on `[0, R]`, then the second takes both signs and has a
zero in `(0, R)`. -/
theorem pseudo_wave_has_node {rc R : ℝ} {u₁ u₂ t₁ t₂ : ℝ → ℝ}
    (h0 : 0 < rc) (hR : rc ≤ R)
    (hu₁ : ContinuousOn u₁ (Icc 0 R)) (hu₂ : ContinuousOn u₂ (Icc 0 R))
    (ht₁ : ContinuousOn t₁ (Icc 0 R)) (ht₂ : ContinuousOn t₂ (Icc 0 R))
    (hm₁ : EqOn t₁ u₁ (Icc rc R)) (hm₂ : EqOn t₂ u₂ (Icc rc R))
    (horth : overlap R u₁ u₂ = 0) (hq : augCharge rc u₁ u₂ t₁ t₂ = 0)
    (hpos : ∀ r ∈ Ioo 0 R, 0 < t₁ r) (hne : ∃ r ∈ Icc 0 R, t₂ r ≠ 0) :
    (∃ a ∈ Ioo 0 R, t₂ a < 0) ∧ (∃ b ∈ Ioo 0 R, 0 < t₂ b) ∧ ∃ c ∈ Ioo 0 R, t₂ c = 0 := by
  have h := overlap_eq_pseudo_add_augCharge h0.le hR hu₁ hu₂ ht₁ ht₂ hm₁ hm₂
  exact node_of_orthogonal (h0.trans_le hR) ht₁ ht₂ hpos hne (by linarith)
```

Orthogonality on $[0,R]$ is assumed, not derived from a radial equation. It holds, for instance, for two solutions of the same radial Schrödinger equation with a regular local potential, at different energies, that both vanish at $0$ and at $R$. Partial waves taken at arbitrary energies are in general not orthogonal on a finite interval. The theorem gives neither the number of nodes nor their position relative to $r_c$, and projectors play no part in it.

The companion theorem replaces the assumption on $q_{12}$ by nonnegativity of the second pseudo wave and concludes that the charge is negative.

```lean
/-- Let the all-electron waves be orthogonal on `[0, R]` and let the pseudo waves match them from
`rc` to `R`, all continuous on `[0, R]`. If the first pseudo wave is positive on `(0, R)` and the
second is nonnegative there and not identically zero on `[0, R]`, then the augmentation charge is
negative. -/
theorem augCharge_neg_of_nonneg {rc R : ℝ} {u₁ u₂ t₁ t₂ : ℝ → ℝ}
    (h0 : 0 < rc) (hR : rc ≤ R)
    (hu₁ : ContinuousOn u₁ (Icc 0 R)) (hu₂ : ContinuousOn u₂ (Icc 0 R))
    (ht₁ : ContinuousOn t₁ (Icc 0 R)) (ht₂ : ContinuousOn t₂ (Icc 0 R))
    (hm₁ : EqOn t₁ u₁ (Icc rc R)) (hm₂ : EqOn t₂ u₂ (Icc rc R))
    (horth : overlap R u₁ u₂ = 0) (hpos : ∀ r ∈ Ioo 0 R, 0 < t₁ r)
    (hnn : ∀ r ∈ Ioo 0 R, 0 ≤ t₂ r) (hne : ∃ r ∈ Icc 0 R, t₂ r ≠ 0) :
    augCharge rc u₁ u₂ t₁ t₂ < 0 := by
  have h := overlap_eq_pseudo_add_augCharge h0.le hR hu₁ hu₂ ht₁ ht₂ hm₁ hm₂
  have hp := overlap_pos (h0.trans_le hR) ht₁ ht₂ hpos hnn hne
  linarith
```

The sign depends on the phase chosen for the second wave: reversing both $u_2$ and $\tilde u_2$ reverses $q_{12}$.

## An all-electron wave with nodes and a pseudo wave without

The opening pair can be completed to a full set of waves with $r_c=1$ and $R=2$. The first all-electron wave differs from $r$ only inside the sphere, where the `max` in its definition equals $1-r$. From $r=1$ outwards the `max` is zero.

```lean
/-- A model all-electron wave, equal to `r` from `r = 1` outwards. -/
def aeOne (r : ℝ) : ℝ := r * (1 + 4 * max (1 - r) 0 * (5 - 9 * r))

/-- The model pseudo wave `r`. -/
def psOne (r : ℝ) : ℝ := r
```

The second wave serves as both all-electron and pseudo wave, $u_2=\tilde u_2=r(2r-3)$.

```lean
/-- The model wave `r (2 r - 3)`. -/
def waveTwo (r : ℝ) : ℝ := r * (2 * r - 3)
```

Inside the sphere, the difference of the products is

$$4r^2(1-r)(5-9r)(2r-3)=72r^5-220r^4+208r^3-60r^2 ,$$

with antiderivative $12r^6-44r^5+52r^4-20r^3$. This vanishes at $0$ and at $1$, so $q_{12}=0$. The pseudo overlap is zero by the opening calculation, and the transfer identity makes the all-electron overlap zero as well. The Lean proof follows this route, checking each antiderivative with `HasDerivAt` and evaluating it at the endpoints.

At $r=3/4$ the first all-electron wave has the value $-9/16$, although its pseudo partner is positive throughout $(0,2)$. The conditions of the node theorem thus leave room for pseudization that removes nodes from the first wave. The node of $\tilde u_2$ at $r=3/2$ lies outside the augmentation sphere, which shows that these conditions do not force the node to fall inside it. The waves are a mathematical model and do not solve a radial Schrödinger equation with a regular local potential: the slope of $u_1$ jumps from $17$ to $1$ at $r=1$, and $u_2$ has a nonzero second derivative at its node.

```lean
/-- With `rc = 1` and `R = 2`, the waves `aeOne` and `waveTwo` and their pseudo partners `psOne`
and `waveTwo` meet the conditions of the node theorem, and `aeOne` is negative at `r = 3/4`. -/
theorem pseudo_wave_has_node_witness :
    Continuous aeOne ∧ Continuous psOne ∧ Continuous waveTwo ∧
    EqOn psOne aeOne (Icc 1 2) ∧ overlap 2 aeOne waveTwo = 0 ∧
    augCharge 1 aeOne waveTwo psOne waveTwo = 0 ∧
    (∀ r ∈ Ioo (0 : ℝ) 2, 0 < psOne r) ∧ waveTwo 1 ≠ 0 ∧ aeOne (3 / 4) < 0 := by
  have c1 : Continuous aeOne := by unfold aeOne; fun_prop
  have c2 : Continuous psOne := by unfold psOne; fun_prop
  have c3 : Continuous waveTwo := by unfold waveTwo; fun_prop
  have hm : EqOn psOne aeOne (Icc 1 2) := by
    intro r hr
    have h : max (1 - r) 0 = 0 := max_eq_right (by linarith [hr.1])
    simp only [psOne, aeOne, h]
    ring
  -- inside the sphere the difference of the products is a polynomial
  have hq : augCharge 1 aeOne waveTwo psOne waveTwo = 0 := by
    have hc : augCharge 1 aeOne waveTwo psOne waveTwo =
        ∫ r in (0 : ℝ)..1, (72 * r ^ 5 - 220 * r ^ 4 + 208 * r ^ 3 - 60 * r ^ 2) := by
      unfold augCharge
      apply integral_congr
      intro r hr
      rw [uIcc_of_le zero_le_one] at hr
      have h : max (1 - r) 0 = 1 - r := max_eq_left (by linarith [hr.2])
      simp only [psOne, aeOne, waveTwo, h]
      ring
    have hd : ∀ r ∈ uIcc (0 : ℝ) 1,
        HasDerivAt (fun r : ℝ => 12 * r ^ 6 - 44 * r ^ 5 + 52 * r ^ 4 - 20 * r ^ 3)
          (72 * r ^ 5 - 220 * r ^ 4 + 208 * r ^ 3 - 60 * r ^ 2) r := by
      intro r _
      exact (((((hasDerivAt_pow 6 r).const_mul 12).fun_sub
        ((hasDerivAt_pow 5 r).const_mul 44)).fun_add
        ((hasDerivAt_pow 4 r).const_mul 52)).fun_sub
        ((hasDerivAt_pow 3 r).const_mul 20)).congr_deriv (by norm_num; ring)
    rw [hc, integral_eq_sub_of_hasDerivAt hd
      (Continuous.intervalIntegrable (by fun_prop) _ _)]
    norm_num
  have hp : overlap 2 psOne waveTwo = 0 := by
    have hd : ∀ r ∈ uIcc (0 : ℝ) 2,
        HasDerivAt (fun r : ℝ => 1 / 2 * r ^ 4 - r ^ 3) (psOne r * waveTwo r) r := by
      intro r _
      exact (((hasDerivAt_pow 4 r).const_mul (1 / 2)).fun_sub
        (hasDerivAt_pow 3 r)).congr_deriv (by norm_num [psOne, waveTwo]; ring)
    unfold overlap
    rw [integral_eq_sub_of_hasDerivAt hd ((c2.mul c3).intervalIntegrable _ _)]
    norm_num
  have ho := overlap_eq_pseudo_add_augCharge zero_le_one one_le_two c1.continuousOn
    c3.continuousOn c2.continuousOn c3.continuousOn hm (fun _ _ => rfl)
  refine ⟨c1, c2, c3, hm, by linarith, hq, fun r hr => hr.1, ?_, ?_⟩
  · norm_num [waveTwo]
  · have h : max (1 - 3 / 4 : ℝ) 0 = 1 / 4 := by
      rw [max_eq_left (by norm_num)]
      norm_num
    rw [aeOne, h]
    norm_num

end

end PAWPartialWaveNodes
```

```lean
#print axioms PAWPartialWaveNodes.pseudo_wave_has_node
#print axioms PAWPartialWaveNodes.augCharge_neg_of_nonneg
```

```
'PAWPartialWaveNodes.pseudo_wave_has_node' depends on axioms: [propext, Classical.choice, Quot.sound]
'PAWPartialWaveNodes.augCharge_neg_of_nonneg' depends on axioms: [propext, Classical.choice, Quot.sound]
```
